# The four-body part of the fourth-order coupling trace is a sum over three rings

Take four monomers coupled in pairs by real numbers, which form a symmetric matrix $M$ with zero diagonal, and give each fragment the trace of the fourth power of its own coupling matrix. The theorem `four_body_increment` says that the tetramer's trace, minus those of its four trimers, plus those of its six pairs, is eight times the sum of the coupling products round the three four-membered rings. Single monomers would add nothing, since the diagonal is zero. The proof puts in closed forms for the trimers and pairs, then tries to rewrite the tetramer's trace as a sum of squared entries of the squared coupling matrix, leaving an identity of polynomials for `ring`.

An attempt in Lean 4 with a fault in it:

```lean
import Mathlib

open Finset

namespace FourBodyIncrement

noncomputable section

section Fragments

variable {ι : Type*}

/-- The fourth-order trace of the fragment made of the monomers listed by `f`, with all
other monomers removed. -/
def fragmentTrace {m : ℕ} (M : Matrix ι ι ℝ) (f : Fin m → ι) : ℝ :=
  ((M.submatrix f f) ^ 4).trace

/-- For a symmetric coupling, the fourth-order trace is the sum of the squared entries of
the squared coupling matrix. -/
theorem trace_eq_sum_sq {m : ℕ} (A : Matrix (Fin m) (Fin m) ℝ)
    (hs : ∀ i j, A i j = A j i) :
    (A ^ 4).trace = ∑ i, ∑ j, (∑ k, A i k * A k j) ^ 2 := by
  have h : A ^ 4 = (A * A) * (A * A) := by noncomm_ring
  rw [h, Matrix.trace]
  simp only [Matrix.diag_apply]
  refine Finset.sum_congr rfl fun i _ => ?_
  rw [Matrix.mul_apply]
  refine Finset.sum_congr rfl fun j _ => ?_
  have hji : (A * A) j i = (A * A) i j := by
    simp only [Matrix.mul_apply]
    refine Finset.sum_congr rfl fun k _ => ?_
    rw [hs j k, hs k i]
    ring
  rw [hji, Matrix.mul_apply, sq]

/-- For a symmetric coupling with zero diagonal, an isolated pair has fourth-order trace
`2 M_ab ^ 4`. -/
theorem fragment_pair (M : Matrix ι ι ℝ) (hs : ∀ i j, M i j = M j i)
    (hd : ∀ i, M i i = 0) (a b : ι) :
    fragmentTrace M ![a, b] = 2 * M a b ^ 4 := by
  unfold fragmentTrace
  rw [trace_eq_sum_sq (M.submatrix ![a, b] ![a, b])
    (fun i j => hs (![a, b] i) (![a, b] j))]
  simp only [Fin.sum_univ_two, Matrix.submatrix_apply, Matrix.cons_val, hd, hs b a]
  ring

/-- For a symmetric coupling with zero diagonal, the fourth-order trace of a trimer is twice
the square of the sum of its squared couplings. -/
theorem fragment_triple (M : Matrix ι ι ℝ) (hs : ∀ i j, M i j = M j i)
    (hd : ∀ i, M i i = 0) (a b c : ι) :
    fragmentTrace M ![a, b, c] = 2 * (M a b ^ 2 + M b c ^ 2 + M a c ^ 2) ^ 2 := by
  unfold fragmentTrace
  rw [trace_eq_sum_sq (M.submatrix ![a, b, c] ![a, b, c])
    (fun i j => hs (![a, b, c] i) (![a, b, c] j))]
  simp only [Fin.sum_univ_three, Matrix.submatrix_apply, Matrix.cons_val, hd,
    hs b a, hs c a, hs c b]
  ring

/-- For a symmetric coupling with zero diagonal, removing all trimer and pair contributions
from a tetramer by inclusion–exclusion leaves eight times the sum over its three
four-membered rings. -/
theorem four_body_increment (M : Matrix ι ι ℝ) (hs : ∀ i j, M i j = M j i)
    (hd : ∀ i, M i i = 0) (a b c d : ι) :
    fragmentTrace M ![a, b, c, d]
        - (fragmentTrace M ![a, b, c] + fragmentTrace M ![a, b, d]
          + fragmentTrace M ![a, c, d] + fragmentTrace M ![b, c, d])
        + (fragmentTrace M ![a, b] + fragmentTrace M ![a, c] + fragmentTrace M ![a, d]
          + fragmentTrace M ![b, c] + fragmentTrace M ![b, d] + fragmentTrace M ![c, d]) =
      8 * (M a b * M b c * M c d * M d a + M a b * M b d * M d c * M c a
        + M a c * M c b * M b d * M d a) := by
  simp only [fragment_triple M hs hd, fragment_pair M hs hd]
  unfold fragmentTrace
  rw [trace_eq_sum_sq _ (fun i j => hs _ _)]
  simp only [Fin.sum_univ_four, Matrix.submatrix_apply, Matrix.cons_val, hd,
    hs b a, hs c a, hs d a, hs c b, hs d b, hs d c]
  ring

end Fragments

end

end FourBodyIncrement
```

Compiling this gives:

```
Main.lean:73:6: error: Tactic `rewrite` failed: Did not find an occurrence of the pattern
  ((fun i j => M (?m.198 j i) (?m.198 i j)) ^ 4).trace
in the target expression
  (M.submatrix ![a, b, c, d] ![a, b, c, d] ^ 4).trace -
        (2 * (M a b ^ 2 + M b c ^ 2 + M a c ^ 2) ^ 2 + 2 * (M a b ^ 2 + M b d ^ 2 + M a d ^ 2) ^ 2 +
            2 * (M a c ^ 2 + M c d ^ 2 + M a d ^ 2) ^ 2 +
          2 * (M b c ^ 2 + M c d ^ 2 + M b d ^ 2) ^ 2) +
      (2 * M a b ^ 4 + 2 * M a c ^ 4 + 2 * M a d ^ 4 + 2 * M b c ^ 4 + 2 * M b d ^ 4 + 2 * M c d ^ 4) =
    8 * (M a b * M b c * M c d * M d a + M a b * M b d * M d c * M c a + M a c * M c b * M b d * M d a)

ι : Type u_1
M : Matrix ι ι ℝ
hs : ∀ (i j : ι), M i j = M j i
hd : ∀ (i : ι), M i i = 0
a b c d : ι
⊢ (M.submatrix ![a, b, c, d] ![a, b, c, d] ^ 4).trace -
        (2 * (M a b ^ 2 + M b c ^ 2 + M a c ^ 2) ^ 2 + 2 * (M a b ^ 2 + M b d ^ 2 + M a d ^ 2) ^ 2 +
            2 * (M a c ^ 2 + M c d ^ 2 + M a d ^ 2) ^ 2 +
          2 * (M b c ^ 2 + M c d ^ 2 + M b d ^ 2) ^ 2) +
      (2 * M a b ^ 4 + 2 * M a c ^ 4 + 2 * M a d ^ 4 + 2 * M b c ^ 4 + 2 * M b d ^ 4 + 2 * M c d ^ 4) =
    8 * (M a b * M b c * M c d * M d a + M a b * M b d * M d c * M c a + M a c * M c b * M b d * M d a)

Note: The target expression is not type-correct under the `implicit` transparency level, which may have triggered the failure. This is usually caused by unfolding of semireducible definitions in prior tactic steps. Use `set_option linter.tacticCheckInstances true` to investigate the source of the issue.
Full error:
  function expected
    M a
```

As a diff, the version that Lean accepts:

```diff
@@ -71,5 +71,6 @@
   simp only [fragment_triple M hs hd, fragment_pair M hs hd]
   unfold fragmentTrace
-  rw [trace_eq_sum_sq _ (fun i j => hs _ _)]
+  rw [trace_eq_sum_sq (M.submatrix ![a, b, c, d] ![a, b, c, d])
+    (fun i j => hs (![a, b, c, d] i) (![a, b, c, d] j))]
   simp only [Fin.sum_univ_four, Matrix.submatrix_apply, Matrix.cons_val, hd,
     hs b a, hs c a, hs d a, hs c b, hs d b, hs d c]
```

The error says that `rw` found nothing in the goal matching the left side of `trace_eq_sum_sq`. The call left the matrix as `_`, so Lean had to work it out from the symmetry proof `fun i j => hs _ _`, whose indices were blank too. It arrived at `fun i j => M (?m.198 j i) (?m.198 i j)`, a function with its index map still unknown. The goal has `M.submatrix ![a, b, c, d] ![a, b, c, d]` instead, and `rw` doesn't unfold `submatrix` to make the two agree.

The repair names this submatrix outright, so the pattern is the trace that stands in the goal. It also writes out the indices given to `hs`, so that the symmetry proof is plainly about the same submatrix; the messages don't show whether this second change was needed as well.

Lean's note that the goal is not type-correct at `implicit` transparency, with `function expected` at `M a`, offers only a possible cause. The repair leaves the goal before this `rw` as it was, and the rewrite then succeeds.
